# Over real orbital rotations, the fewest determinants for a two-electron singlet with real coefficients equal the rank of its coefficient matrix

## One state, many expansion lengths

A two-electron singlet is computed in some set of orbitals, and its expansion contains many determinants. After a rotation of the orbitals, the same state may need only a few. Since the cost of a selected CI calculation grows with the number of determinants kept, one would like to know how short the expansion can become and which orbitals make it so.

Take a finite set of real orthonormal spatial orbitals φ_i and a state whose coefficients C_ij are real:

|Ψ⟩ = Σ_ij C_ij |i↑ j↓⟩

Here |i↑ j↓⟩ is the determinant with the spin-up electron in φ_i and the spin-down electron in φ_j. The spatial part of a singlet is symmetric under exchange, so C_ij = C_ji. Normalisation means Σ_ij C_ij² = 1.

New orbitals are given by the columns of an orthogonal matrix U:

φ'_k = Σ_i U_ik φ_i, hence φ_i = Σ_k U_ik φ'_k

Substituting the second relation for both electrons gives the new coefficients

C'_kl = Σ_ij U_ik C_ij U_jl, that is, C' = UᵀCU

The expansion length is the number of nonzero entries of C'.

## What is claimed, and how Lean says it

The main theorem, `min_determinants_eq_rank`, says that for real symmetric C the smallest number of nonzero entries of UᵀCU, over all orthogonal U, is rank C. It also says that orthonormal orbitals diagonalising C exist, and that every such set attains the minimum.

The Lean objects correspond to the physics as follows.

- The finite type `n` labels the spatial orbitals, and `C : Matrix n n ℝ` holds the coefficients, with the row for spin up and the column for spin down.
- `C.IsSymm` is the singlet condition. Normalisation is not required, because scaling by a nonzero number changes neither the rank nor the count.
- `Uᵀ * U = 1` says that the new orbitals are orthonormal. Reflections are allowed along with proper rotations.
- `determinants A` is the set of pairs (i, j) with `A i j ≠ 0`, and its `card` is the expansion length. An open-shell singlet pair therefore counts as two determinants, not as one spin-adapted configuration.
- `IsNatural C U` says that U is orthogonal and UᵀCU is diagonal.
- `IsLeast` says that `C.rank` occurs as an expansion length and that no expansion length is smaller.

Natural orbitals are usually defined as eigenvectors of the one-particle density matrix, which for one spin is CCᵀ = C². `IsNatural` asks for more: the orbitals must diagonalise C itself. The two notions can differ when C has eigenvalues c and −c with c ≠ 0, since both give the occupation c².

For selected CI, the result gives an exact lower limit on the expansion length of a known two-electron singlet with real coefficients in a finite real orbital space. It says nothing about states with more electrons, about discarding small but nonzero coefficients, or about finding good orbitals before C is known.

## The lower bound

Let A = UᵀCU. The rank of A is the dimension of the space spanned by its columns. Zero columns contribute nothing to this space, and each nonzero column contains at least one nonzero entry, so

rank A ≤ number of nonzero columns ≤ number of nonzero entries

Multiplication by an invertible matrix on either side preserves rank. Both Uᵀ and U are invertible, hence rank A = rank C, and no rotation leads to fewer than rank C determinants.

The argument never uses that the two factors belong to the same rotation. It works equally for UᵀCV, so different orbitals for different spins cannot go below rank C either.

## Orbitals that reach it

A real symmetric matrix has an orthonormal basis of eigenvectors, C u_k = c_k u_k. With these vectors as the columns of U,

CU = U diag(c), so UᵀCU = UᵀU diag(c) = diag(c)

Only the doubly occupied determinants |k↑ k↓⟩ with c_k ≠ 0 remain. Their number is the rank of diag(c), which is rank C.

## What minimality says about the density

Suppose that some orthogonal U reaches the minimum. Then both inequalities above are equalities for A = UᵀCU, and each nonzero column has exactly one nonzero entry. Since UUᵀ = 1 and A is symmetric, the density in the new orbitals is

(UᵀC²U)_ij = (A²)_ij = Σ_k A_ik A_kj = Σ_k A_ik A_jk

For i ≠ j, a nonzero term would need two nonzero entries in column k. All terms vanish, so the density is diagonal.

Two small matrices mark the limits of this implication. Rows are separated by semicolons, and orbitals are numbered from 0.

- (0 1; 1 0) has rank 2 and two determinants, so it is minimal without being diagonal. Normalised, both coefficients are 1/√2, and the state is an open-shell singlet.
- (1 1; 1 −1) has the square (2 0; 0 2), yet it has four determinants and rank 2. Normalised, the coefficients are ±1/2 and each orbital has occupation 1/2 per spin. A diagonal density is therefore not sufficient for a minimal expansion.

After normalisation both matrices have eigenvalues ±1/√2, so they describe the same state up to an orbital rotation.

## Five determinants reduced to two

Consider three orbitals with the normalised coefficient matrix

C = (0.64 0.32 0; 0.32 0.16 0; 0 0 −0.6)

It has five nonzero entries. The first two rows are proportional and the third is independent of them, so the rank is 2. The eigenvectors can be found by inspection:

C (2, 1, 0) = (1.6, 0.8, 0) = 0.8 (2, 1, 0)

C (−1, 2, 0) = (0, 0, 0)

C (0, 0, 1) = −0.6 (0, 0, 1)

Dividing the first two vectors by √5 and using all three as the columns of U gives

UᵀCU = diag(0.8, 0, −0.6)

Two determinants remain, |0↑ 0↓⟩ and |2↑ 2↓⟩ in the new orbitals. The occupations per spin are 0.64, 0 and 0.36, which add up to 1.

## The Lean file

```lean
import Mathlib

open Matrix

namespace SelectedCIOrbitals

noncomputable section

variable {n : Type*} [Fintype n] [DecidableEq n]

/-- The determinants present in a two-electron expansion: the pairs (spin-up orbital,
spin-down orbital) whose coefficient is nonzero. -/
def determinants (A : Matrix n n ℝ) : Finset (n × n) :=
  Finset.univ.filter fun p => A p.1 p.2 ≠ 0

/-- The columns of `U` are orthonormal orbitals in which the coefficient matrix `C`
is diagonal. -/
def IsNatural (C U : Matrix n n ℝ) : Prop :=
  Uᵀ * U = 1 ∧ (Uᵀ * C * U).IsDiag

omit [DecidableEq n] in
lemma mem_determinants (A : Matrix n n ℝ) (i j : n) :
    (i, j) ∈ determinants A ↔ A i j ≠ 0 := by
  simp [determinants]

/-- The rank of a coefficient matrix is at most the number of spin-down orbitals that
occur in its determinants. -/
theorem rank_le_card_orbitals (A : Matrix n n ℝ) :
    A.rank ≤ ((determinants A).image Prod.snd).card := by
  classical
  -- the nonzero columns already span the column space
  have h : Submodule.span ℝ (Set.range A.col) ≤ Submodule.span ℝ
      (((((determinants A).image Prod.snd).image A.col : Finset (n → ℝ))) : Set (n → ℝ)) := by
    rw [Submodule.span_le]
    rintro _ ⟨j, rfl⟩
    by_cases hj : j ∈ (determinants A).image Prod.snd
    · exact Submodule.subset_span (Finset.mem_coe.2 (Finset.mem_image_of_mem _ hj))
    · have h0 : A.col j = 0 := by
        funext i
        by_contra hne
        exact hj (Finset.mem_image.2 ⟨(i, j), (mem_determinants A i j).2 hne, rfl⟩)
      rw [h0]
      exact Submodule.zero_mem _
  rw [Matrix.rank_eq_finrank_span_cols]
  exact (Submodule.finrank_mono h).trans
    ((finrank_span_finset_le_card _).trans Finset.card_image_le)

/-- Orthogonal rotations of the spin-up orbitals by `U` and of the spin-down orbitals by `V`
leave the rank of the coefficient matrix unchanged. -/
theorem rank_rotate (C : Matrix n n ℝ) {U V : Matrix n n ℝ}
    (hU : Uᵀ * U = 1) (hV : Vᵀ * V = 1) : (Uᵀ * C * V).rank = C.rank := by
  have hU' : IsUnit (Uᵀ).det :=
    Matrix.isUnit_det_of_left_inverse (mul_eq_one_comm.1 hU)
  have hV' : IsUnit V.det := Matrix.isUnit_det_of_left_inverse hV
  rw [Matrix.rank_mul_eq_left_of_isUnit_det _ _ hV',
    Matrix.rank_mul_eq_right_of_isUnit_det _ _ hU']

/-- Even with different orthonormal orbitals for the two spins, the expansion has at least
`rank C` determinants. -/
theorem rank_le_card_determinants (C : Matrix n n ℝ) {U V : Matrix n n ℝ}
    (hU : Uᵀ * U = 1) (hV : Vᵀ * V = 1) :
    C.rank ≤ (determinants (Uᵀ * C * V)).card := by
  rw [← rank_rotate C hU hV]
  exact (rank_le_card_orbitals _).trans Finset.card_image_le

/-- Every real symmetric coefficient matrix is diagonal in some set of orthonormal
orbitals. -/
theorem exists_natural {C : Matrix n n ℝ} (hC : C.IsSymm) : ∃ U, IsNatural C U := by
  have hH : C.IsHermitian := by
    rw [Matrix.IsHermitian, Matrix.conjTranspose_eq_transpose_of_trivial]
    exact hC
  -- the columns of `U` are the eigenvectors of `C`
  let U : Matrix n n ℝ := fun i j => hH.eigenvectorBasis j i
  have horth : Uᵀ * U = 1 := by
    ext i j
    have h := orthonormal_iff_ite.1 hH.eigenvectorBasis.orthonormal i j
    rw [PiLp.inner_apply] at h
    rw [Matrix.one_apply, ← h, Matrix.mul_apply]
    refine Finset.sum_congr rfl fun k _ => ?_
    change (hH.eigenvectorBasis i).ofLp k * (hH.eigenvectorBasis j).ofLp k = _
    simp [mul_comm]
  have hev : C * U = U * Matrix.diagonal hH.eigenvalues := by
    ext i j
    have h := congrFun (hH.mulVec_eigenvectorBasis j) i
    rw [Matrix.mul_diagonal]
    exact h.trans (mul_comm (hH.eigenvalues j) (U i j))
  refine ⟨U, horth, ?_⟩
  rw [Matrix.mul_assoc, hev, ← Matrix.mul_assoc, horth, Matrix.one_mul]
  exact Matrix.isDiag_diagonal _

/-- In orthonormal orbitals that diagonalise `C`, the expansion has exactly `rank C`
determinants. -/
theorem card_determinants_natural {C U : Matrix n n ℝ} (h : IsNatural C U) :
    (determinants (Uᵀ * C * U)).card = C.rank := by
  refine le_antisymm ?_ (rank_le_card_determinants C h.1 h.1)
  obtain ⟨d, hd⟩ : ∃ d : n → ℝ, Uᵀ * C * U = Matrix.diagonal d :=
    ⟨_, h.2.diagonal_diag.symm⟩
  have hr : (Matrix.diagonal d).rank = (Finset.univ.filter fun i => d i ≠ 0).card := by
    rw [Matrix.rank_diagonal, Fintype.card_subtype]
  -- only doubly occupied determinants `(i, i)` survive
  have hsub : determinants (Matrix.diagonal d) ⊆
      (Finset.univ.filter fun i => d i ≠ 0).image fun i => (i, i) := by
    rintro ⟨i, j⟩ hij
    rw [mem_determinants] at hij
    by_cases e : i = j
    · subst e
      simpa using hij
    · exact absurd (Matrix.diagonal_apply_ne d e) hij
  rw [← rank_rotate C h.1 h.1, hd, hr]
  exact (Finset.card_le_card hsub).trans Finset.card_image_le

/-- For a two-electron singlet with real symmetric coefficient matrix `C`, the smallest number
of determinants over all orthogonal orbital rotations is `rank C`. Orthonormal orbitals that
diagonalise `C` exist, and every such set attains the minimum. -/
theorem min_determinants_eq_rank {C : Matrix n n ℝ} (hC : C.IsSymm) :
    IsLeast {k | ∃ U : Matrix n n ℝ, Uᵀ * U = 1 ∧ (determinants (Uᵀ * C * U)).card = k}
      C.rank ∧
    (∃ U, IsNatural C U) ∧
    ∀ U, IsNatural C U → (determinants (Uᵀ * C * U)).card = C.rank := by
  obtain ⟨U, hU⟩ := exists_natural hC
  refine ⟨⟨⟨U, hU.1, card_determinants_natural hU⟩, ?_⟩, ⟨U, hU⟩,
    fun V hV => card_determinants_natural hV⟩
  rintro k ⟨V, hV, rfl⟩
  exact rank_le_card_determinants C hV hV

/-- For symmetric `C`, any orthonormal orbitals that attain the minimal number of determinants
diagonalise the per-spin density matrix `C * C`. -/
theorem density_isDiag_of_minimal {C U : Matrix n n ℝ} (hC : C.IsSymm) (hU : Uᵀ * U = 1)
    (hmin : (determinants (Uᵀ * C * U)).card = C.rank) :
    (Uᵀ * (C * C) * U).IsDiag := by
  have hUU : U * Uᵀ = 1 := mul_eq_one_comm.1 hU
  have hsq : Uᵀ * (C * C) * U = (Uᵀ * C * U) * (Uᵀ * C * U) := by
    calc Uᵀ * (C * C) * U = Uᵀ * C * 1 * C * U := by noncomm_ring
      _ = Uᵀ * C * (U * Uᵀ) * C * U := by rw [hUU]
      _ = (Uᵀ * C * U) * (Uᵀ * C * U) := by noncomm_ring
  have hA : (Uᵀ * C * U)ᵀ = Uᵀ * C * U := by
    rw [Matrix.transpose_mul, Matrix.transpose_mul, Matrix.transpose_transpose, hC.eq,
      Matrix.mul_assoc]
  rw [← rank_rotate C hU hU] at hmin
  rw [hsq]
  generalize Uᵀ * C * U = A at hA hmin ⊢
  -- minimality forces at most one determinant per spin-down orbital
  have hinj := Finset.card_image_iff.1
    (le_antisymm Finset.card_image_le (hmin.le.trans (rank_le_card_orbitals A)))
  intro i j hij
  rw [Matrix.mul_apply]
  refine Finset.sum_eq_zero fun k _ => ?_
  by_contra hne
  have h1 : A i k ≠ 0 := left_ne_zero_of_mul hne
  have h2 : A j k ≠ 0 := by
    have e : A j k = A k j := congrFun (congrFun hA k) j
    rw [e]
    exact right_ne_zero_of_mul hne
  exact hij (congrArg Prod.fst (hinj (Finset.mem_coe.2 ((mem_determinants A i k).2 h1))
    (Finset.mem_coe.2 ((mem_determinants A j k).2 h2)) rfl))

/-- The open-shell coefficient matrix with rows (0, 1) and (1, 0) has as many determinants
as its rank, although it is not diagonal. -/
theorem open_shell_minimal :
    (determinants !![(0 : ℝ), 1; 1, 0]).card = (!![(0 : ℝ), 1; 1, 0]).rank ∧
      ¬ (!![(0 : ℝ), 1; 1, 0]).IsDiag := by
  constructor
  · have hd : determinants !![(0 : ℝ), 1; 1, 0] = {(0, 1), (1, 0)} := by
      ext ⟨i, j⟩
      fin_cases i <;> fin_cases j <;> simp [determinants]
    have hu : IsUnit !![(0 : ℝ), 1; 1, 0] := by
      rw [Matrix.isUnit_iff_isUnit_det, Matrix.det_fin_two]
      simp
    rw [hd, Matrix.rank_of_isUnit _ hu]
    rfl
  · intro h
    have h01 := h (show (0 : Fin 2) ≠ 1 by decide)
    simp at h01

/-- The coefficient matrix with rows (1, 1) and (1, -1) has a diagonal per-spin density matrix,
yet it has more determinants than its rank. -/
theorem diagonal_density_not_sufficient :
    (!![(1 : ℝ), 1; 1, -1] * !![(1 : ℝ), 1; 1, -1]).IsDiag ∧
      (!![(1 : ℝ), 1; 1, -1]).rank < (determinants !![(1 : ℝ), 1; 1, -1]).card := by
  constructor
  · intro i j hij
    fin_cases i <;> fin_cases j <;> simp [Matrix.mul_apply, Fin.sum_univ_succ] at hij ⊢
  · have hd : determinants !![(1 : ℝ), 1; 1, -1] = Finset.univ := by
      ext ⟨i, j⟩
      fin_cases i <;> fin_cases j <;> simp [determinants]
    have hr := Matrix.rank_le_width !![(1 : ℝ), 1; 1, -1]
    have hc : (Finset.univ : Finset (Fin 2 × Fin 2)).card = 4 := rfl
    rw [hd, hc]
    omega

end

end SelectedCIOrbitals
```

```lean
#print axioms SelectedCIOrbitals.min_determinants_eq_rank
#print axioms SelectedCIOrbitals.density_isDiag_of_minimal
#print axioms SelectedCIOrbitals.open_shell_minimal
#print axioms SelectedCIOrbitals.diagonal_density_not_sufficient
```

```
'SelectedCIOrbitals.min_determinants_eq_rank' depends on axioms: [propext, Classical.choice, Quot.sound]
'SelectedCIOrbitals.density_isDiag_of_minimal' depends on axioms: [propext, Classical.choice, Quot.sound]
'SelectedCIOrbitals.open_shell_minimal' depends on axioms: [propext, Classical.choice, Quot.sound]
'SelectedCIOrbitals.diagonal_density_not_sufficient' depends on axioms: [propext, Classical.choice, Quot.sound]
```

## From columns to the minimum

`rank_le_card_orbitals` is the column count. The set `(determinants A).image Prod.snd` contains the spin-down orbitals that occur, which are the labels of the nonzero columns. The step `h` shows that these columns span the whole column space: a column is either in the list or zero. The rank is then bounded by the number of spanning vectors.

`rank_rotate` uses orthogonality to show that the two outer matrices are invertible, and then removes them from the rank. `rank_le_card_determinants` combines this with the column count. Its last step, `Finset.card_image_le`, says that there are no more occurring spin-down orbitals than determinants.

`exists_natural` builds U from Mathlib's eigenvector basis for Hermitian matrices, which applies because a real symmetric matrix is Hermitian. Inside it, `horth` is UᵀU = 1 and `hev` is CU = U diag(c). The closing rewrites are the one-line calculation of UᵀCU given earlier.

`card_determinants_natural` proves equality from two inequalities. One is the general lower bound. For the other, `hr` identifies the rank of a diagonal matrix with its number of nonzero diagonal entries, and `hsub` shows that every surviving determinant has the form (i, i) with a nonzero entry.

`min_determinants_eq_rank` assembles these results. The natural orbitals show that the value `C.rank` occurs, and `rank_le_card_determinants`, with the same rotation for both spins, shows that nothing smaller does.

## From minimality to a diagonal density

In `density_isDiag_of_minimal`, `hsq` inserts UUᵀ = 1 between the two factors of C, and `hA` records that the rotated matrix is symmetric. The `generalize` step then names this matrix `A`, after which the rotation plays no further part.

The equality of counts becomes `hinj`: the map from a determinant to its spin-down orbital is injective on the determinants present. This is the statement that no column has two nonzero entries. If a term of the sum for (A²)_ij were nonzero, `h1` and `h2` would place both (i, k) and (j, k) in the expansion. Injectivity would give i = j, contrary to `hij`.

The two examples are settled by checking entries. In `open_shell_minimal`, the coefficient matrix is invertible and so has full rank 2, which matches the two listed pairs. In `diagonal_density_not_sufficient`, all four pairs are present, while `Matrix.rank_le_width` bounds the rank by 2.
